# With vacuum in the other port, only coherent pure states leave a mixing beam splitter as product states

A laser pulse, modelled as a coherent state, enters one port of a beam splitter, with vacuum in the other. Two independent coherent pulses come out. A single photon sent in the same way comes out entangled across the two arms. I believe that coherent states are the only pure inputs that avoid this entanglement, provided the device really mixes the modes. Can this be made rigorous, without assuming that the output factors are smooth, and checked by machine?

## Product outputs force an exponential Bargmann function

Yes. Write the input as $f(a^\dagger)|0\rangle$, where $f$ is its Bargmann function, an entire function on $\mathbb C$. A beam splitter with amplitudes $c$ and $s$ replaces $a^\dagger$ by $c\,a^\dagger+s\,b^\dagger$, so the output has the two-mode function $f(cx+sy)$. Coherent states are the functions $Ae^{\beta z}$ with $A\neq0$; normalisation means $|A|=e^{-|\beta|^2/2}$.

Let $c,s\neq0$, let $f$ be not identically zero, and suppose $f(cx+sy)=u(x)w(y)$. Putting $p=cx$ and $q=sy$ gives $f(p+q)=u(p/c)\,w(q/s)$. In a product of two such values the $w$ factors can be swapped:
$$f(a+b)f(a'+b')=f(a+b')f(a'+b).$$

This excludes zeros. If $f(z)=0$ and $f(z_0)\neq0$, take $a=z$, $b=z_0-z$, $a'=z_0$, $b'=0$. Then $f(z_0)^2=f(z)f(2z_0-z)=0$, a contradiction.

Now take $a=z$ and $a'=b'=0$, which gives $f(z+b)f(0)=f(z)f(b)$. Differentiating in $b$ at $b=0$ yields
$$f'(z)f(0)=f'(0)f(z).$$
Since $f(0)\neq0$, we may set $\beta=f'(0)/f(0)$, so that $f'=\beta f$. Hence
$$\frac{d}{dz}\left[f(z)e^{-\beta z}\right]=(\beta f(z)-\beta f(z))e^{-\beta z}=0,$$
and $f(z)=f(0)e^{\beta z}$. Conversely, $Ae^{\beta(cx+sy)}=Ae^{\beta cx}\,e^{\beta sy}$ is a product.

## How the Lean statement encodes the optics

`beamSplitter c s f` is the output function, and `IsProduct` says that it equals `u x * w y` for some functions `u` and `w`, with no continuity required. In `isProduct_iff_coherent`, `Differentiable ℂ f` says that $f$ is entire, `f ≠ 0` that it is not identically zero, and `hc` and `hs` that both amplitudes are nonzero. The vacuum is included as $\beta=0$.

Neither $|c|^2+|s|^2=1$ nor a finite norm is assumed, so the lossless device and normalisable states are special cases. Mixed inputs, loss and a non-vacuum second port are not covered. Within this pure two-mode model, the theorem says that every non-coherent input becomes entangled when both amplitudes are nonzero.

```lean
import Mathlib

open Complex

namespace BeamSplitterCharacterization

noncomputable section

/-- The two-mode Bargmann function behind a beam splitter with amplitudes `c` and `s`,
when the state `f` enters one port and the vacuum enters the other. -/
def beamSplitter (c s : ℂ) (f : ℂ → ℂ) (x y : ℂ) : ℂ := f (c * x + s * y)

/-- A two-mode function is a product when it is a function of the first mode times
a function of the second. -/
def IsProduct (F : ℂ → ℂ → ℂ) : Prop :=
  ∃ u w : ℂ → ℂ, ∀ x y, F x y = u x * w y

/-- The Bargmann function `A exp (β z)` of a coherent state with amplitude `β` and
prefactor `A`. -/
def coherent (A β z : ℂ) : ℂ := A * exp (β * z)

/-- If both amplitudes are nonzero and the output is a product, the arguments of the two modes can
be exchanged between two copies of the input function. -/
theorem exchange_identity {c s : ℂ} {f : ℂ → ℂ} (hc : c ≠ 0) (hs : s ≠ 0)
    (h : IsProduct (beamSplitter c s f)) (a b a' b' : ℂ) :
    f (a + b) * f (a' + b') = f (a + b') * f (a' + b) := by
  obtain ⟨u, w, h⟩ := h
  -- rescale the two arguments to absorb the amplitudes
  have key : ∀ p q, f (p + q) = u (p / c) * w (q / s) := by
    intro p q
    have e : c * (p / c) + s * (q / s) = p + q := by field_simp
    rw [← h (p / c) (q / s)]
    unfold beamSplitter
    rw [e]
  rw [key a b, key a' b', key a b', key a' b]
  ring

/-- When both amplitudes are nonzero, a nonzero input whose output is a product has a Bargmann
function without zeros. -/
theorem input_has_no_zeros {c s : ℂ} {f : ℂ → ℂ} (hc : c ≠ 0) (hs : s ≠ 0)
    (h : IsProduct (beamSplitter c s f)) (hf : f ≠ 0) (z : ℂ) : f z ≠ 0 := by
  obtain ⟨z₀, hz₀⟩ := Function.ne_iff.mp hf
  intro hz
  -- a zero at z would force f z₀ ^ 2 = 0
  have h1 := exchange_identity hc hs h z (z₀ - z) z₀ 0
  simp only [add_sub_cancel, add_zero, hz, zero_mul] at h1
  exact hz₀ (mul_self_eq_zero.mp h1)

/-- If both amplitudes are nonzero and the output is a product, an entire input function obeys the
first-order equation `f'(z) f(0) = f'(0) f(z)`. -/
theorem input_differential_equation {c s : ℂ} {f : ℂ → ℂ} (hc : c ≠ 0) (hs : s ≠ 0)
    (hd : Differentiable ℂ f) (h : IsProduct (beamSplitter c s f)) (z : ℂ) :
    deriv f z * f 0 = deriv f 0 * f z := by
  have e : (fun b => f (z + b) * f 0) = fun b => f z * f b := by
    funext b
    have h1 := exchange_identity hc hs h z b 0 0
    simpa only [add_zero, zero_add] using h1
  -- differentiate both sides with respect to b at b = 0
  have h1 : HasDerivAt (fun b => f (z + b)) (deriv f z) 0 :=
    HasDerivAt.comp_const_add z 0 (by rw [add_zero]; exact (hd z).hasDerivAt)
  have h2 : HasDerivAt (fun b => f (z + b) * f 0) (deriv f z * f 0) 0 :=
    h1.mul_const (f 0)
  have h3 : HasDerivAt (fun b => f z * f b) (f z * deriv f 0) 0 :=
    (hd 0).hasDerivAt.const_mul (f z)
  rw [e] at h2
  rw [h2.unique h3, mul_comm]

/-- A coherent input of amplitude `β` leaves the beam splitter as a product of coherent
states with amplitudes `β c` and `β s`. -/
theorem coherent_splits (c s A β x y : ℂ) :
    beamSplitter c s (coherent A β) x y = coherent A (β * c) x * coherent 1 (β * s) y := by
  simp only [beamSplitter, coherent]
  rw [show β * (c * x + s * y) = β * c * x + β * s * y by ring, Complex.exp_add]
  ring

/-- For an entire, nonzero input function and two nonzero amplitudes, the output of the
beam splitter is a product if and only if the input is a coherent state. -/
theorem isProduct_iff_coherent {c s : ℂ} {f : ℂ → ℂ} (hc : c ≠ 0) (hs : s ≠ 0)
    (hd : Differentiable ℂ f) (hf : f ≠ 0) :
    IsProduct (beamSplitter c s f) ↔ ∃ A β : ℂ, A ≠ 0 ∧ f = coherent A β := by
  constructor
  · intro h
    have h0 : f 0 ≠ 0 := input_has_no_zeros hc hs h hf 0
    obtain ⟨β, hβ⟩ : ∃ β : ℂ, ∀ z, deriv f z = β * f z := by
      refine ⟨deriv f 0 / f 0, fun z => ?_⟩
      have h1 := input_differential_equation hc hs hd h z
      rw [div_mul_eq_mul_div, eq_div_iff h0]
      exact h1
    -- f(z) exp(-β z) has zero derivative, hence is constant
    have hg : ∀ z, HasDerivAt (fun t => f t * exp (-(β * t))) 0 z := by
      intro z
      have he : HasDerivAt (fun t => exp (-(β * t))) (exp (-(β * z)) * (-(β * 1))) z :=
        ((hasDerivAt_id' z).const_mul β).fun_neg.cexp
      exact ((hd z).hasDerivAt.fun_mul he).congr_deriv (by rw [hβ z]; ring)
    refine ⟨f 0, β, h0, funext fun z => ?_⟩
    have hconst : f z * exp (-(β * z)) = f 0 := by
      have h1 := is_const_of_deriv_eq_zero (fun t => (hg t).differentiableAt)
        (fun t => (hg t).deriv) z 0
      simpa only [mul_zero, neg_zero, Complex.exp_zero, mul_one] using h1
    unfold coherent
    rw [← hconst, mul_assoc, ← Complex.exp_add, neg_add_cancel, Complex.exp_zero, mul_one]
  · rintro ⟨A, β, -, rfl⟩
    exact ⟨coherent A (β * c), coherent 1 (β * s), coherent_splits c s A β⟩

/-- However the output of a nonzero coherent input is factorised, the two factors are
coherent states with amplitudes `β c` and `β s`, and their prefactors multiply to `A`. -/
theorem output_factors_coherent {c s A β : ℂ} {u w : ℂ → ℂ} (hA : A ≠ 0)
    (h : ∀ x y, beamSplitter c s (coherent A β) x y = u x * w y) :
    ∃ A₁ A₂ : ℂ, A₁ * A₂ = A ∧ u = coherent A₁ (β * c) ∧ w = coherent A₂ (β * s) := by
  have h0 : A = u 0 * w 0 := by
    have h1 := h 0 0
    simpa only [beamSplitter, coherent, mul_zero, add_zero, Complex.exp_zero, mul_one] using h1
  have hu : u 0 ≠ 0 := fun e => hA (by rw [h0, e, zero_mul])
  have hw : w 0 ≠ 0 := fun e => hA (by rw [h0, e, mul_zero])
  refine ⟨u 0, w 0, h0.symm, funext fun x => ?_, funext fun y => ?_⟩
  · -- set the second mode to zero
    apply mul_right_cancel₀ hw
    rw [← h x 0]
    simp only [beamSplitter, coherent, mul_zero, add_zero]
    rw [h0, ← mul_assoc β c x]
    ring
  · -- set the first mode to zero
    apply mul_left_cancel₀ hu
    rw [← h 0 y]
    simp only [beamSplitter, coherent, mul_zero, zero_add]
    rw [h0, ← mul_assoc β s y]
    ring

/-- The unnormalised number-state function `z ^ n`, with at least one photon, never gives a product
output when both amplitudes are nonzero. -/
theorem number_state_not_product {c s : ℂ} (hc : c ≠ 0) (hs : s ≠ 0) {n : ℕ} (hn : n ≠ 0) :
    ¬ IsProduct (beamSplitter c s (fun z => z ^ n)) := by
  intro h
  have hf : (fun z : ℂ => z ^ n) ≠ 0 := by
    intro e
    have h1 := congrFun e 1
    simp at h1
  exact input_has_no_zeros hc hs h hf 0 (zero_pow hn)

/-- The even superposition of two coherent states with opposite nonzero amplitudes never
gives a product output when both beam-splitter amplitudes are nonzero. -/
theorem even_cat_not_product {c s β : ℂ} (hc : c ≠ 0) (hs : s ≠ 0) (hβ : β ≠ 0) :
    ¬ IsProduct (beamSplitter c s (fun z => coherent 1 β z + coherent 1 (-β) z)) := by
  intro h
  have hf : (fun z => coherent 1 β z + coherent 1 (-β) z) ≠ 0 := by
    intro e
    have h1 := congrFun e 0
    norm_num [coherent] at h1
  -- the two exponentials cancel where β q = i π / 2
  obtain ⟨q, hq⟩ : ∃ q : ℂ, β * q = Real.pi * I / 2 :=
    ⟨Real.pi * I / 2 / β, by field_simp⟩
  have e : β * q = -β * q + Real.pi * I := by linear_combination 2 * hq
  have hexp : exp (β * q) = -exp (-β * q) := by
    rw [e, Complex.exp_add, Complex.exp_pi_mul_I]
    ring
  apply input_has_no_zeros hc hs h hf q
  simp only [coherent]
  rw [hexp]
  ring

/-- If the amplitude `s` vanishes, every input function gives a product output. -/
theorem isProduct_of_no_mixing (c : ℂ) (f : ℂ → ℂ) : IsProduct (beamSplitter c 0 f) :=
  ⟨fun x => f (c * x), fun _ => 1, fun x y => by simp [beamSplitter]⟩

end

end BeamSplitterCharacterization
```

```lean
#print axioms BeamSplitterCharacterization.isProduct_iff_coherent
-- 'BeamSplitterCharacterization.isProduct_iff_coherent' depends on axioms: [propext, Classical.choice, Quot.sound]
#print axioms BeamSplitterCharacterization.number_state_not_product
-- 'BeamSplitterCharacterization.number_state_not_product' depends on axioms: [propext, Classical.choice, Quot.sound]
#print axioms BeamSplitterCharacterization.even_cat_not_product
-- 'BeamSplitterCharacterization.even_cat_not_product' depends on axioms: [propext, Classical.choice, Quot.sound]
#print axioms BeamSplitterCharacterization.isProduct_of_no_mixing
-- 'BeamSplitterCharacterization.isProduct_of_no_mixing' depends on axioms: [propext, Classical.choice, Quot.sound]
```

## From the exchange identity to the converse

`exchange_identity` first proves the rescaled factorisation `key`; four rewrites and `ring` then perform the swap. `input_has_no_zeros` inserts the four arguments chosen above. `input_differential_equation` computes the derivative of each side at $b=0$ and equates them by uniqueness of derivatives (`h2.unique h3`).

In the main theorem, `hg` shows that $f(z)e^{-\beta z}$ has derivative zero, and `is_const_of_deriv_eq_zero` makes it constant. The converse uses the explicit factors from `coherent_splits`.

`output_factors_coherent` shows that any factorisation of a coherent output has coherent factors. Setting $y=0$ gives $Ae^{\beta cx}=u(x)w(0)$, while $A=u(0)w(0)$, so $u(x)=u(0)e^{\beta cx}$; setting $x=0$ treats $w$ in the same way.

Two familiar inputs fail because their functions have zeros:

- **Number states:** $z^n$ vanishes at $0$ for $n\ge1$. The normalised function is $z^n/\sqrt{n!}$.
- **Even cat states:** $e^{\beta z}+e^{-\beta z}$ vanishes at $z=i\pi/(2\beta)$ for $\beta\neq0$. The normalised function is $\cosh(\beta z)/\sqrt{\cosh|\beta|^2}$.

The constant prefactors do not affect whether the output is a product.

## Without mixing, a photon stays unentangled

If $s=0$, the single-photon function $f(z)=z$ gives the output $cx\cdot1$, a product, although $f$ is not an exponential. `isProduct_of_no_mixing` proves this for every input, with the constant function $1$ as the second factor: the second mode simply stays in the vacuum.
